# The coupling $e^{\mathsf T}Mk$ to transverse light fixes $M$ up to a multiple of the identity

Light enters this model as a pair of real vectors, a polarization $e$ and a wave vector $k$, and "transverse" means $e\cdot k=0$. Matter enters as a complex $n\times n$ matrix $M$, whose entries are moments such as the transition amplitudes of $x_ix_j$. The two meet in one number, $e^{\mathsf T}Mk$. Neither vector is normalised, and all directions of $k$ are allowed, so the statements concern what the complex couplings to all transverse pairs determine together. Transition rates give less: when this coupling is the whole amplitude, they depend on $|e^{\mathsf T}Mk|^2$, which does not change when $M$ is multiplied by a phase factor.

In this setting the coupling vanishes for all transverse pairs exactly when $M=c\,\mathbf 1$ for some complex $c$. It follows that, for $n\ge 1$, the values of the coupling on transverse pairs determine the traceless part $M-(\operatorname{tr}M/n)\mathbf 1$ and nothing more. When $M$ holds the second moments of position, the part that decouples is the $r^2$ monopole.

## Moments, light and their coupling

The Cartesian axes are labelled by a finite type `ι`, and $n$ is the number of its elements. Ordinary space is the case $n=3$, but no argument below depends on that value.

```lean
import Mathlib

open Matrix

namespace TransverseMultipole

noncomputable section

variable {ι : Type*} [Fintype ι]
```

The coupling is the double sum

$$e^{\mathsf T}Mk=\sum_{i}\sum_{j}e_i\,M_{ij}\,k_j .$$

The components of $e$ and $k$ are real and those of $M$ are complex, so the definition converts the real components to complex numbers before multiplying. Charges, field amplitudes and other common prefactors are left out.

```lean
/-- The coupling `eᵀ M k` of a moment matrix `M` to light with real polarization `e` and
wave vector `k`. -/
def coupling (M : Matrix ι ι ℂ) (e k : ι → ℝ) : ℂ :=
  ∑ i, ∑ j, (e i : ℂ) * M i j * (k j : ℂ)
```

A matrix is called dark if no transverse pair couples to it. The expression `e ⬝ᵥ k` is the real scalar product $\sum_i e_ik_i$.

```lean
/-- A moment matrix is dark to transverse light if its coupling vanishes whenever the
polarization is orthogonal to the wave vector. -/
def TransverseDark (M : Matrix ι ι ℂ) : Prop :=
  ∀ e k : ι → ℝ, e ⬝ᵥ k = 0 → coupling M e k = 0
```

For the quantum case, let $x_i$ be coordinate operators in a complex algebra `A`, and let `amp` be a complex-linear functional on `A`. For a transition between fixed states $|a\rangle$ and $|b\rangle$ one has in mind $\mathrm{amp}(O)=\langle b|O|a\rangle$. The second-moment matrix is then

$$M_{ij}=\mathrm{amp}(x_ix_j).$$

Only linearity of `amp` is used. No Hamiltonian and no inner product appear, and the $x_i$ are not required to commute.

```lean
/-- The matrix of transition amplitudes of the products `x i * x j` of coordinate operators. -/
def secondMoment {A : Type*} [Ring A] [Algebra ℂ A] (amp : A →ₗ[ℂ] ℂ) (x : ι → A) :
    Matrix ι ι ℂ :=
  Matrix.of fun i j => amp (x i * x j)
```

## Linearity in each argument

The double sum is linear in $e$, in $k$ and in $M$. The derivation needs three instances of this. The first is additivity in the polarization,

$$(e+f)^{\mathsf T}Mk=e^{\mathsf T}Mk+f^{\mathsf T}Mk .$$

The proof distributes the product over the sum in each term and then splits the sum.

```lean
/-- The coupling is additive in the polarization. -/
theorem coupling_add_left (M : Matrix ι ι ℂ) (e f k : ι → ℝ) :
    coupling M (e + f) k = coupling M e k + coupling M f k := by
  simp only [coupling, Pi.add_apply, Complex.ofReal_add, add_mul, Finset.sum_add_distrib]
```

The second is the same computation for a difference of wave vectors, $e^{\mathsf T}M(k-l)=e^{\mathsf T}Mk-e^{\mathsf T}Ml$.

```lean
/-- The coupling respects differences of wave vectors. -/
theorem coupling_sub_right (M : Matrix ι ι ℂ) (e k l : ι → ℝ) :
    coupling M e (k - l) = coupling M e k - coupling M e l := by
  simp only [coupling, Pi.sub_apply, Complex.ofReal_sub, mul_sub, Finset.sum_sub_distrib]
```

The third, $e^{\mathsf T}(M-N)k=e^{\mathsf T}Mk-e^{\mathsf T}Nk$, will turn a comparison of two matrices into a question about one.

```lean
/-- The coupling respects differences of moment matrices. -/
theorem coupling_sub (M N : Matrix ι ι ℂ) (e k : ι → ℝ) :
    coupling (M - N) e k = coupling M e k - coupling N e k := by
  simp only [coupling, Matrix.sub_apply, mul_sub, sub_mul, Finset.sum_sub_distrib]
```

## Removing the trace

The traceless part subtracts from $M$ the multiple of the identity that carries its whole trace:

$$M-\frac{\operatorname{tr}M}{n}\,\mathbf 1 .$$

It keeps any antisymmetric part of $M$, so for a general matrix it is more than a quadrupole. If the coordinates commute, the second-moment matrix is symmetric, and in three dimensions its traceless part is the usual quadrupole tensor up to normalisation.

```lean
variable [DecidableEq ι]

/-- The traceless part `M - (tr M / n) 1` of a moment matrix in `n` dimensions. -/
def tracelessPart (M : Matrix ι ι ℂ) : Matrix ι ι ℂ :=
  M - (M.trace / (Fintype.card ι : ℂ)) • (1 : Matrix ι ι ℂ)
```

## Two couplings that can be evaluated at once

Write $u_i$ for the unit vector along axis $i$, which is `Pi.single i 1` in Lean. With $e=u_i$ and $k=u_j$ only one term of the double sum survives:

$$u_i^{\mathsf T}Mu_j=M_{ij}.$$

The proof uses `Finset.sum_eq_single` twice, once for each sum, to discard the terms in which a component is zero.

```lean
/-- Polarization along axis `i` and wave vector along axis `j` read off the entry `M i j`. -/
theorem coupling_single (M : Matrix ι ι ℂ) (i j : ι) :
    coupling M (Pi.single i 1) (Pi.single j 1) = M i j := by
  unfold coupling
  rw [Finset.sum_eq_single i, Finset.sum_eq_single j]
  · simp
  · intro b _ hb
    simp [hb]
  · simp
  · intro b _ hb
    simp [hb]
  · simp
```

For an isotropic moment $c\,\mathbf 1$ the inner sum collapses to its diagonal term:

$$e^{\mathsf T}(c\,\mathbf 1)k=\sum_i e_i\,c\,k_i=c\,(e\cdot k).$$

This holds for all $e$ and $k$, transverse or not. Once transversality is imposed, the right-hand side is zero.

```lean
/-- An isotropic moment `c 1` couples through the scalar product `e · k` alone. -/
theorem coupling_scalar (c : ℂ) (e k : ι → ℝ) :
    coupling (c • (1 : Matrix ι ι ℂ)) e k = c * ((e ⬝ᵥ k : ℝ) : ℂ) := by
  simp only [coupling, dotProduct, Matrix.smul_apply, Matrix.one_apply, smul_eq_mul,
    Complex.ofReal_sum, Complex.ofReal_mul, Finset.mul_sum]
  apply Finset.sum_congr rfl
  intro i _
  rw [Finset.sum_eq_single i]
  · rw [if_pos rfl]
    ring
  · intro b _ hb
    simp [hb.symm]
  · simp
```

## Dark matrices are multiples of the identity

Suppose that $M$ is dark. Two different axes are orthogonal, so for $i\neq j$ the pair $u_i,u_j$ is transverse, and

$$M_{ij}=u_i^{\mathsf T}Mu_j=0 .$$

Every off-diagonal entry therefore vanishes. For the diagonal, take $e=u_i+u_j$ and $k=u_i-u_j$, again with $i\ne j$. Their scalar product is $1-1=0$, so this pair is transverse too, and

$$0=(u_i+u_j)^{\mathsf T}M(u_i-u_j)=M_{ii}-M_{ij}+M_{ji}-M_{jj}=M_{ii}-M_{jj}.$$

All diagonal entries are equal, and $M$ is a multiple of the identity. With both vectors scaled to unit length the coupling would be $(M_{ii}-M_{jj})/2$, which leads to the same conclusion. In the other direction, $M=c\,\mathbf 1$ couples as $c\,(e\cdot k)=0$.

In the proof, `off` is the statement about two different axes and `diag` the statement about their sum and difference. The linearity lemmas expand the second coupling into four entries, `off` removes two of them, and `linear_combination` reads off the equality of the other two. The scalar $c$ is then taken to be the diagonal entry at some axis `i₀`. A separate branch treats an empty set of axes, where there is no such entry and $c=0$ serves.

```lean
/-- A moment matrix is dark to transverse light if and only if it is a scalar multiple of
the identity. -/
theorem transverseDark_iff_scalar (M : Matrix ι ι ℂ) :
    TransverseDark M ↔ ∃ c : ℂ, M = c • (1 : Matrix ι ι ℂ) := by
  constructor
  · intro h
    -- Two different axes form a transverse pair.
    have off : ∀ i j, i ≠ j → M i j = 0 := by
      intro i j hij
      rw [← coupling_single M i j]
      exact h _ _ (by simp [hij])
    -- The sum and difference of two axis vectors form another transverse pair.
    have diag : ∀ i j, M i i = M j j := by
      intro i j
      by_cases hij : i = j
      · rw [hij]
      · have h1 := h (Pi.single i 1 + Pi.single j 1) (Pi.single i 1 - Pi.single j 1)
          (by simp [dotProduct_sub, hij, Ne.symm hij])
        simp only [coupling_add_left, coupling_sub_right, coupling_single,
          off i j hij, off j i (Ne.symm hij)] at h1
        linear_combination h1
    rcases isEmpty_or_nonempty ι with hι | ⟨⟨i₀⟩⟩
    · refine ⟨0, ?_⟩
      ext i j
      exact hι.elim i
    · refine ⟨M i₀ i₀, ?_⟩
      ext i j
      by_cases hij : i = j
      · subst hij
        simpa using diag i i₀
      · simp [off i j hij, hij]
  · rintro ⟨c, rfl⟩ e k hek
    rw [coupling_scalar, hek]
    simp
```

The smallest case with any axis at all is $n=1$. There $e\cdot k=0$ forces one of the two numbers to be zero, so every coupling vanishes. Every $1\times1$ matrix is also a multiple of the identity, and the two sides of the theorem agree. The first dimension in which transverse light carries information is $n=2$, where the two kinds of pair used above test $M_{12}$, $M_{21}$ and $M_{11}-M_{22}$. These are three complex numbers out of four, and the missing one is the trace.

## What transverse light determines

Since the multiple of the identity couples as a multiple of $e\cdot k$, subtracting it changes nothing for a transverse pair:

$$e^{\mathsf T}\Big(M-\frac{\operatorname{tr}M}{n}\mathbf 1\Big)k
=e^{\mathsf T}Mk-\frac{\operatorname{tr}M}{n}\,(e\cdot k)=e^{\mathsf T}Mk .$$

The Lean proof is this line, with `hek` supplying $e\cdot k=0$.

```lean
/-- For transverse light, a moment matrix and its traceless part have the same coupling. -/
theorem coupling_tracelessPart (M : Matrix ι ι ℂ) {e k : ι → ℝ} (hek : e ⬝ᵥ k = 0) :
    coupling (tracelessPart M) e k = coupling M e k := by
  rw [tracelessPart, coupling_sub, coupling_scalar, hek]
  simp
```

The coupling thus depends only on the traceless part. It also determines all of that part. Suppose that $M$ and $N$ have the same coupling to every transverse pair. Then $M-N$ is dark, and the criterion gives $M=N+c\,\mathbf 1$. Taking the trace and dividing by $n$,

$$\frac{\operatorname{tr}M}{n}=\frac{\operatorname{tr}N}{n}+c ,$$

and therefore

$$M-\frac{\operatorname{tr}M}{n}\mathbf 1
=N+c\,\mathbf 1-\Big(\frac{\operatorname{tr}N}{n}+c\Big)\mathbf 1
=N-\frac{\operatorname{tr}N}{n}\mathbf 1 .$$

Conversely, if the traceless parts agree, the previous lemma, applied once to $M$ and once to $N$, shows that the couplings agree.

In the code, `hc` is the equation $M-N=c\,\mathbf 1$ and `ht` is the relation between the traces. The assumption `[Nonempty ι]` says that there is at least one axis, which allows the division by $n$.

```lean
/-- Two moment matrices have the same coupling to all transverse light if and only if their
traceless parts are equal. -/
theorem same_coupling_iff [Nonempty ι] (M N : Matrix ι ι ℂ) :
    (∀ e k : ι → ℝ, e ⬝ᵥ k = 0 → coupling M e k = coupling N e k) ↔
      tracelessPart M = tracelessPart N := by
  constructor
  · intro h
    have hd : TransverseDark (M - N) := by
      intro e k hek
      rw [coupling_sub, h e k hek, sub_self]
    -- The difference is isotropic, and its trace fixes the scalar.
    obtain ⟨c, hc⟩ := (transverseDark_iff_scalar _).mp hd
    have hn : (Fintype.card ι : ℂ) ≠ 0 := Nat.cast_ne_zero.mpr Fintype.card_ne_zero
    have hM : M = N + c • (1 : Matrix ι ι ℂ) := by
      rw [← hc]
      abel
    have ht : M.trace / (Fintype.card ι : ℂ) = N.trace / (Fintype.card ι : ℂ) + c := by
      rw [hM, Matrix.trace_add, Matrix.trace_smul, Matrix.trace_one, smul_eq_mul,
        add_div, mul_div_cancel_right₀ c hn]
    unfold tracelessPart
    rw [ht, hM, add_smul]
    abel
  · intro h e k hek
    rw [← coupling_tracelessPart M hek, h, coupling_tracelessPart N hek]
```

This is the precise sense in which only the trace decouples: two moment matrices with the same complex coupling to every transverse pair differ by a multiple of the identity.

## The $r^2$ part of a quadrupole amplitude

The operator $(e\cdot x)(k\cdot x)$ gives, up to prefactors, the electric quadrupole term in the long-wavelength expansion of the coupling between light and a charged particle, written in its multipolar (length) form. By linearity its amplitude is a coupling to the second moments:

$$\mathrm{amp}\big((e\cdot x)(k\cdot x)\big)=\sum_{i}\sum_{j}e_i\,\mathrm{amp}(x_ix_j)\,k_j .$$

The order of the operators is kept throughout, so commutativity is not needed. The trace of the second-moment matrix is

$$\sum_l\mathrm{amp}(x_lx_l)=\mathrm{amp}(r^2),\qquad r^2=\sum_l x_lx_l .$$

Replacing the matrix by its traceless part, which is allowed when $e\cdot k=0$, gives

$$\mathrm{amp}\big((e\cdot x)(k\cdot x)\big)=\sum_{i}\sum_{j}e_i\Big(\mathrm{amp}(x_ix_j)-\delta_{ij}\,\frac{\mathrm{amp}(r^2)}{n}\Big)k_j .$$

The theorem writes the Kronecker delta as an `if i = j`. Its proof follows the same order: `hexp` expands the operator product, `ht` identifies the trace, and `coupling_tracelessPart` makes the replacement. What remains is a comparison of the two double sums term by term, on and off the diagonal.

```lean
/-- For transverse light, the transition amplitude of `(e · x) (k · x)` is the contraction of
`e` and `k` with the second moments after removal of the `r²` part, `amp (r²) / n` times the
identity. -/
theorem quadrupole_amplitude {A : Type*} [Ring A] [Algebra ℂ A] (amp : A →ₗ[ℂ] ℂ)
    (x : ι → A) {e k : ι → ℝ} (hek : e ⬝ᵥ k = 0) :
    amp ((∑ i, (e i : ℂ) • x i) * ∑ j, (k j : ℂ) • x j) =
      ∑ i, ∑ j, (e i : ℂ) * (amp (x i * x j) -
        if i = j then amp (∑ l, x l * x l) / (Fintype.card ι : ℂ) else 0) * (k j : ℂ) := by
  -- Expand the operator product into second moments.
  have hexp : amp ((∑ i, (e i : ℂ) • x i) * ∑ j, (k j : ℂ) • x j) =
      coupling (secondMoment amp x) e k := by
    simp only [coupling, secondMoment, Matrix.of_apply, Finset.sum_mul_sum, map_sum,
      smul_mul_smul_comm, map_smul, smul_eq_mul]
    refine Finset.sum_congr rfl fun i _ => Finset.sum_congr rfl fun j _ => ?_
    ring
  -- The trace of the second moments is the amplitude of `r²`.
  have ht : (secondMoment amp x).trace = amp (∑ l, x l * x l) := by
    simp [Matrix.trace, secondMoment]
  rw [hexp, ← coupling_tracelessPart _ hek]
  unfold coupling tracelessPart
  rw [ht]
  refine Finset.sum_congr rfl fun i _ => Finset.sum_congr rfl fun j _ => ?_
  by_cases hij : i = j
  · simp [secondMoment, hij]
  · simp [secondMoment, hij]

end

end TransverseMultipole
```

```lean
#print axioms TransverseMultipole.transverseDark_iff_scalar
#print axioms TransverseMultipole.same_coupling_iff
#print axioms TransverseMultipole.quadrupole_amplitude
```

```
'TransverseMultipole.transverseDark_iff_scalar' depends on axioms: [propext, Classical.choice, Quot.sound]
'TransverseMultipole.same_coupling_iff' depends on axioms: [propext, Classical.choice, Quot.sound]
'TransverseMultipole.quadrupole_amplitude' depends on axioms: [propext, Classical.choice, Quot.sound]
```

For calculations of quadrupole transition amplitudes within this second-moment model, the result means that Cartesian second moments and their traceless form give the same amplitude for every transverse beam. A transition whose second moments are purely isotropic, as between two states of zero orbital angular momentum in three dimensions, has no amplitude of this kind. The second moments of position leave out the magnetic dipole term, orbital and spin, which is of the same order in $k$. The theorems do not address higher terms of the expansion or processes with more than one photon.

## Circular polarization

Real vectors $e$ describe linear polarization. A model that includes circular polarization would let $e$ be complex, keep $k$ real, and retain the condition $\sum_ie_ik_i=0$. Darkness would then be a demand on more pairs, but it would select the same matrices. To see this by hand, write $e=a+\mathrm i\,b$ with $a$ and $b$ real. Because $k$ is real, the condition splits into $a\cdot k=0$ and $b\cdot k=0$, and the coupling splits in the same way:

$$e^{\mathsf T}Mk=a^{\mathsf T}Mk+\mathrm i\,b^{\mathsf T}Mk .$$

If $M$ is dark to all real transverse pairs, both terms vanish. The change would therefore affect the types in the definitions and leave the criterion $M=c\,\mathbf 1$ as it is.
